# Each diagonal entry of the adjugate of xI − A is the characteristic polynomial of the molecule with that atom deleted

Let A be a square matrix with entries in an integral domain, read as the one-electron matrix of a finite molecule with non-interacting electrons and one index per atom; it need not be symmetric. The theorem `adjugate_diag` says that the diagonal entry at atom u of the adjugate of xI − A equals the characteristic polynomial of A with row and column u removed. The attempt applies Jacobi's complementary minor identity to the single index u and reindexes the resulting one-by-one minor by `Fin 1` to read it as an entry. It then cancels the factor det(xI − A), which is nonzero because the characteristic polynomial is monic.

An attempt in Lean 4 with a fault in it:

```lean
import Mathlib

open Matrix Polynomial

namespace SourceSinkJacobi

noncomputable section

variable {n R : Type*} [Fintype n] [DecidableEq n] [CommRing R]

/-- The characteristic polynomial of the molecule that remains when the atoms in `S`
are deleted. -/
def deletedPoly (A : Matrix n n R) (S : Finset n) : R[X] :=
  (A.submatrix (fun i : {i // ¬ i ∈ S} => i.1) (fun i => i.1)).charpoly

/-- Jacobi's complementary minor identity for principal minors, with a factor `det M` left
uncancelled: `det M` times a principal minor of the adjugate equals the complementary principal
minor of `M` times `det M` to the power of the number of selected indices. -/
theorem jacobi_complementary_minor (M : Matrix n n R) (p : n → Prop) [DecidablePred p] :
    M.det * (M.adjugate.submatrix (fun i : {i // p i} => i.1) (fun i => i.1)).det =
      M.det ^ Fintype.card {i // p i} *
        (M.submatrix (fun i : {i // ¬ p i} => i.1) (fun i => i.1)).det := by
  -- the identity with the selected columns replaced by those of the adjugate
  let N : Matrix n n R :=
    Matrix.of fun i j => if p j then M.adjugate i j else (1 : Matrix n n R) i j
  let K : Matrix n n R :=
    Matrix.of fun i j => if p j then M.det * (1 : Matrix n n R) i j else M i j
  have hMN : M * N = K := by
    refine Matrix.ext fun i j => ?_
    by_cases hj : p j
    · have h : (M * M.adjugate) i j = (M.det • (1 : Matrix n n R)) i j := by
        rw [mul_adjugate]
      simpa only [N, K, Matrix.mul_apply, Matrix.of_apply, if_pos hj, Matrix.smul_apply,
        smul_eq_mul] using h
    · have h : (M * (1 : Matrix n n R)) i j = M i j := by rw [mul_one]
      simpa only [N, K, Matrix.mul_apply, Matrix.of_apply, if_neg hj] using h
  -- both matrices are block triangular
  have hN := twoBlockTriangular_det' N p (by
    intro i hi j hj
    have hij : i ≠ j := fun h => hj (h ▸ hi)
    simp [N, hj, hij])
  have hK := twoBlockTriangular_det K p (by
    intro i hi j hj
    have hij : i ≠ j := fun h => hi (h ▸ hj)
    simp [K, hj, hij])
  have n1 : N.toSquareBlockProp p =
      M.adjugate.submatrix (fun i : {i // p i} => i.1) (fun i => i.1) := by
    refine Matrix.ext fun i j => ?_
    simp [N, toSquareBlockProp, j.2]
  have n2 : N.toSquareBlockProp (fun i => ¬ p i) = 1 := by
    refine Matrix.ext fun i j => ?_
    simp [N, toSquareBlockProp, j.2, Matrix.one_apply, Subtype.ext_iff]
  have k1 : K.toSquareBlockProp p = M.det • (1 : Matrix {i // p i} {i // p i} R) := by
    refine Matrix.ext fun i j => ?_
    simp [K, toSquareBlockProp, j.2, Matrix.one_apply, Subtype.ext_iff]
  have k2 : K.toSquareBlockProp (fun i => ¬ p i) =
      M.submatrix (fun i : {i // ¬ p i} => i.1) (fun i => i.1) := by
    refine Matrix.ext fun i j => ?_
    simp [K, toSquareBlockProp, j.2]
  rw [n1, n2, det_one, mul_one] at hN
  rw [k1, k2, det_smul, det_one, mul_one] at hK
  rw [← hN, ← hK, ← det_mul, hMN]

/-- The complementary minor identity for a selection of a single index, with the factor `det M` left
uncancelled. -/
theorem jacobi_single (M : Matrix n n R) (p : n → Prop) [DecidablePred p] {u : n}
    (hp : ∀ i, p i ↔ i = u) :
    M.det * M.adjugate u u =
      M.det * (M.submatrix (fun i : {i // ¬ p i} => i.1) (fun i => i.1)).det := by
  obtain ⟨e, e0⟩ : ∃ e : Fin 1 ≃ {i // p i}, (e 0).1 = u :=
    ⟨Equiv.ofBijective (fun _ => ⟨u, (hp u).2 rfl⟩)
      ⟨fun a b _ => Subsingleton.elim a b,
        fun i => ⟨0, Subtype.ext ((hp i.1).1 i.2).symm⟩⟩, rfl⟩
  have h := jacobi_complementary_minor M p
  rw [← det_submatrix_equiv_self e, det_fin_one, ← Fintype.card_congr e,
    Fintype.card_fin, pow_one] at h
  simp only [submatrix_apply, e0] at h
  exact h

/-- The characteristic polynomial after deleting the atoms in `S` is the determinant of `xI - A`
with the same rows and columns deleted. -/
theorem deletedPoly_eq_det (A : Matrix n n R) (S : Finset n) :
    deletedPoly A S =
      (A.charmatrix.submatrix (fun i : {i // ¬ i ∈ S} => i.1) (fun i => i.1)).det := by
  unfold deletedPoly Matrix.charpoly
  congr 1
  refine Matrix.ext fun i j => ?_
  simp [charmatrix_apply, diagonal_apply, Subtype.ext_iff]

variable [IsDomain R]

/-- A diagonal entry of the adjugate of `xI - A` is the characteristic polynomial of the
molecule with that atom deleted. -/
theorem adjugate_diag (A : Matrix n n R) (u : n) :
    A.charmatrix.adjugate u u = deletedPoly A {u} := by
  have hM : A.charmatrix.det ≠ 0 := A.charpoly_monic.ne_zero
  let e : Fin 1 ≃ {i // i ∈ ({u} : Finset n)} :=
    Equiv.ofBijective (fun _ => ⟨u, Finset.mem_singleton_self u⟩)
      ⟨fun a b _ => Subsingleton.elim a b,
        fun i => ⟨0, Subtype.ext (Finset.mem_singleton.1 i.2).symm⟩⟩
  have e0 : (e 0).1 = u := rfl
  have h := jacobi_complementary_minor A.charmatrix (fun i => i ∈ ({u} : Finset n))
  rw [← det_submatrix_equiv_self e, det_fin_one, ← Fintype.card_congr e,
    Fintype.card_fin, pow_one] at h
  simp only [submatrix_apply, e0] at h
  rw [deletedPoly_eq_det]
  exact mul_left_cancel₀ hM h

end

end SourceSinkJacobi
```

Messages:

```
Main.lean:103:6: error: Tactic `rewrite` failed: Did not find an occurrence of the pattern
  det ?A
in the target expression
  A.charmatrix.det * (A.charmatrix.adjugate.submatrix (fun i => ↑i) fun i => ↑i).det =
    A.charmatrix.det ^ Fintype.card ↥{u} * (A.charmatrix.submatrix (fun i => ↑i) fun i => ↑i).det

n : Type u_1
R : Type u_2
inst✝³ : Fintype n
inst✝² : DecidableEq n
inst✝¹ : CommRing R
inst✝ : IsDomain R
A : Matrix n n R
u : n
hM : A.charmatrix.det ≠ 0
e : Fin 1 ≃ ↥{u} := Equiv.ofBijective (fun x => ⟨u, ⋯⟩) ⋯
e0 : ↑(e 0) = u
h :
  A.charmatrix.det * (A.charmatrix.adjugate.submatrix (fun i => ↑i) fun i => ↑i).det =
    A.charmatrix.det ^ Fintype.card ↥{u} * (A.charmatrix.submatrix (fun i => ↑i) fun i => ↑i).det
⊢ A.charmatrix.adjugate u u = deletedPoly A {u}
```

This version goes through:

```diff
@@ -95,13 +95,6 @@
     A.charmatrix.adjugate u u = deletedPoly A {u} := by
   have hM : A.charmatrix.det ≠ 0 := A.charpoly_monic.ne_zero
-  let e : Fin 1 ≃ {i // i ∈ ({u} : Finset n)} :=
-    Equiv.ofBijective (fun _ => ⟨u, Finset.mem_singleton_self u⟩)
-      ⟨fun a b _ => Subsingleton.elim a b,
-        fun i => ⟨0, Subtype.ext (Finset.mem_singleton.1 i.2).symm⟩⟩
-  have e0 : (e 0).1 = u := rfl
-  have h := jacobi_complementary_minor A.charmatrix (fun i => i ∈ ({u} : Finset n))
-  rw [← det_submatrix_equiv_self e, det_fin_one, ← Fintype.card_congr e,
-    Fintype.card_fin, pow_one] at h
-  simp only [submatrix_apply, e0] at h
+  have h := jacobi_single A.charmatrix (fun i => i ∈ ({u} : Finset n))
+    (fun i => Finset.mem_singleton)
   rw [deletedPoly_eq_det]
   exact mul_left_cancel₀ hM h
```

Diagnosis. The error says that rewriting backwards with `det_submatrix_equiv_self e` found no `det ?A` in `h`, although `h` visibly contains a determinant over the atoms in `{u}`. What differs is hidden: `det` also carries a `Fintype` instance for its index type. In `h` it comes from `jacobi_complementary_minor`, which uses the general instance for a subtype cut out by a decidable predicate. For the rewrite, Lean sees membership in a finset and picks the instance special to finsets. The general instance filters the list of all atoms, while the finset one uses the elements of `{u}` directly. The two can be proved equal, but for an arbitrary finite type `n` they do not become the same by unfolding definitions, so the pattern fails to match.

The repair calls `jacobi_single`, already in the file, where the same reindexing is done for an arbitrary predicate `p`. There the finset instance cannot apply, so both sides use the general one and the rewrite works. `Finset.mem_singleton` supplies the required fact that `p` selects only `u`. The result is the equation the final cancellation needs, and the local `e` and `e0` go because `jacobi_single` builds its own equivalence.
